# Spin-orbit coupling splits a shell in the ratio (l+1) : l and keeps the mean level fixed

Let L₁, L₂, L₃ be N×N angular momentum matrices, in units of ħ, with L₁² + L₂² + L₃² = l(l+1) and l ≥ 0. With the Pauli matrices σₖ, the operator X = Σ Lₖ⊗σₖ has eigenspaces at l and −(l+1), of dimensions d₊ and d₋, such that

d₊ + d₋ = 2N,  l·d₊ = (l+1)·d₋.

Adding (ξ/2)X to a spin-free N×N Hamiltonian h leaves the mean level unchanged. In a model of gold's d band that has this form and contains d orbitals only, a shift of the mean of all levels must therefore come from h, for instance through scalar-relativistic terms. If s and p orbitals are included, the mean over all levels is still fixed by h, but the mean of the d-like levels alone can move with the spin-orbit coupling.

## Orbitals, spin and levels

```lean
import Mathlib

open Matrix
open scoped Kronecker

namespace SpinOrbitBarycentre

noncomputable section

variable {n m : Type*} [Fintype n] [DecidableEq n] [Fintype m] [DecidableEq m]
```

The type `n` labels the spatial orbitals, so N is `Fintype.card n`; `m` labels any finite basis.

```lean
/-- The first Pauli matrix. -/
def σ₁ : Matrix (Fin 2) (Fin 2) ℂ := !![0, 1; 1, 0]

/-- The second Pauli matrix. -/
def σ₂ : Matrix (Fin 2) (Fin 2) ℂ := !![0, -Complex.I; Complex.I, 0]

/-- The third Pauli matrix. -/
def σ₃ : Matrix (Fin 2) (Fin 2) ℂ := !![1, 0; 0, -1]
```

These are the usual Pauli matrices, written row by row, with spin up first.

```lean
/-- Orbital angular momentum matrices (in units of ħ) with quantum number `l`: the cyclic
commutation relations hold and the total square is `l (l + 1)`. -/
structure OrbitalShell (L₁ L₂ L₃ : Matrix n n ℂ) (l : ℝ) : Prop where
  comm12 : L₁ * L₂ - L₂ * L₁ = Complex.I • L₃
  comm23 : L₂ * L₃ - L₃ * L₂ = Complex.I • L₁
  comm31 : L₃ * L₁ - L₁ * L₃ = Complex.I • L₂
  casimir : L₁ * L₁ + L₂ * L₂ + L₃ * L₃ = ((l : ℂ) * ((l : ℂ) + 1)) • (1 : Matrix n n ℂ)
```

`OrbitalShell` bundles four assumptions: three commutators and the total square. The sign `•` multiplies a matrix by a number. Neither Hermiticity nor irreducibility is required, so several copies of one shell are allowed.

```lean
/-- The spin-orbit operator `X = ∑ Lₖ ⊗ σₖ`, which is twice `L · S`. -/
def spinOrbit (L₁ L₂ L₃ : Matrix n n ℂ) : Matrix (n × Fin 2) (n × Fin 2) ℂ :=
  L₁ ⊗ₖ σ₁ + L₂ ⊗ₖ σ₂ + L₃ ⊗ₖ σ₃
```

`⊗ₖ` is the Kronecker product, and a basis state is a pair (orbital, spin). Since S = σ/2, X = 2 L·S.

```lean
/-- The degeneracy of the level `E` of `M`: the dimension of its eigenspace. -/
def degeneracy (M : Matrix m m ℂ) (E : ℝ) : ℕ :=
  Module.finrank ℂ (Module.End.eigenspace (Matrix.toLin' M) (E : ℂ))
```

`degeneracy M E` is the dimension of the space of solutions of Mx = Ex. It is zero if E is not an eigenvalue.

## The quadratic equation for X

```lean
/-- The products of the Pauli matrices. -/
theorem pauli_mul :
    σ₁ * σ₁ = 1 ∧ σ₂ * σ₂ = 1 ∧ σ₃ * σ₃ = 1 ∧
    σ₁ * σ₂ = Complex.I • σ₃ ∧ σ₂ * σ₁ = (-Complex.I) • σ₃ ∧
    σ₂ * σ₃ = Complex.I • σ₁ ∧ σ₃ * σ₂ = (-Complex.I) • σ₁ ∧
    σ₃ * σ₁ = Complex.I • σ₂ ∧ σ₁ * σ₃ = (-Complex.I) • σ₂ := by
  refine ⟨?_, ?_, ?_, ?_, ?_, ?_, ?_, ?_, ?_⟩ <;>
    (ext i j; fin_cases i <;> fin_cases j <;>
      simp [σ₁, σ₂, σ₃, Matrix.mul_apply, Fin.sum_univ_two])
```

The nine products say σₖ² = 1, σ₁σ₂ = iσ₃ = −σ₂σ₁, and cyclically. Lean checks them entry by entry.

```lean
/-- In a shell with quantum number `l` the spin-orbit operator satisfies
`(X - l)(X + l + 1) = 0`. -/
theorem spinOrbit_quadratic {L₁ L₂ L₃ : Matrix n n ℂ} {l : ℝ} (h : OrbitalShell L₁ L₂ L₃ l) :
    (spinOrbit L₁ L₂ L₃ - (l : ℂ) • 1) * (spinOrbit L₁ L₂ L₃ + ((l : ℂ) + 1) • 1) = 0 := by
  obtain ⟨p11, p22, p33, p12, p21, p23, p32, p31, p13⟩ := pauli_mul
  -- a commutator of two components, multiplied by `i`, gives minus the third
  have k : ∀ (A B C : Matrix n n ℂ) (S : Matrix (Fin 2) (Fin 2) ℂ),
      A * B - B * A = Complex.I • C →
      Complex.I • ((A * B) ⊗ₖ S) = Complex.I • ((B * A) ⊗ₖ S) - C ⊗ₖ S := by
    intro A B C S hc
    rw [sub_eq_iff_eq_add.mp hc, add_kronecker, smul_kronecker, smul_add, smul_smul,
      Complex.I_mul_I]
    module
  have hc : (L₁ * L₁) ⊗ₖ (1 : Matrix (Fin 2) (Fin 2) ℂ) + (L₂ * L₂) ⊗ₖ 1 + (L₃ * L₃) ⊗ₖ 1
      = ((l : ℂ) * ((l : ℂ) + 1)) • 1 := by
    rw [← add_kronecker, ← add_kronecker, h.casimir, smul_kronecker, one_kronecker_one]
  have hX : spinOrbit L₁ L₂ L₃ * spinOrbit L₁ L₂ L₃
      = ((l : ℂ) * ((l : ℂ) + 1)) • 1 - spinOrbit L₁ L₂ L₃ := by
    simp only [spinOrbit, add_mul, mul_add, ← mul_kronecker_mul, p11, p22, p33, p12, p21,
      p23, p32, p31, p13, kronecker_smul]
    linear_combination (norm := module) hc + k _ _ _ σ₃ h.comm12 + k _ _ _ σ₁ h.comm23
      + k _ _ _ σ₂ h.comm31
  simp only [sub_mul, mul_add, smul_mul_assoc, mul_smul_comm, one_mul, mul_one, hX]
  module
```

After the colon stands the claim, after `:=` the proof. By hand, the Pauli products give

X² = Σ Lₖ²⊗1 + i([L₁,L₂]⊗σ₃ + [L₂,L₃]⊗σ₁ + [L₃,L₁]⊗σ₂)
 = l(l+1) + i·i·X
 = l(l+1) − X,

which is (X − l)(X + l + 1) = 0. In the code, `k` handles one commutator, `hc` the total square, and `linear_combination` adds them up to `hX`, the formula for X².

Both kinds of assumption matter. For N = 1, L₁ = L₂ = 0 and L₃ = √2, the total square fits l = 1 but [L₁,L₂] = iL₃ fails; X then has eigenvalues ±√2, not 1 and −2. Conversely, an s and a p shell together satisfy the commutators but have no common l, and X has three eigenvalues: 0, 1 and −2.

```lean
omit [DecidableEq n] in
/-- The spin-orbit operator is traceless, whatever the orbital matrices are. -/
theorem trace_spinOrbit (L₁ L₂ L₃ : Matrix n n ℂ) : (spinOrbit L₁ L₂ L₃).trace = 0 := by
  simp [spinOrbit, trace_add, trace_kronecker, σ₁, σ₂, σ₃, trace_fin_two]
```

Because tr(A⊗B) = tr A · tr B and tr σₖ = 0, tr X = 0 for any matrices Lₖ.

## Counting states with a trace

```lean
/-- If `(M - a)(M - b) = 0` with `a ≠ b`, the degeneracy of the level `a` is fixed by the
trace and the size of `M`. -/
theorem degeneracy_of_trace {M : Matrix m m ℂ} {a b : ℝ} (hab : a ≠ b)
    (h : (M - (a : ℂ) • 1) * (M - (b : ℂ) • 1) = 0) :
    ((a : ℂ) - b) * degeneracy M a = M.trace - b * Fintype.card m := by
  have hne : (a : ℂ) - b ≠ 0 := sub_ne_zero.2 (by exact_mod_cast hab)
  have h1 : M * (M - (b : ℂ) • 1) = (a : ℂ) • (M - (b : ℂ) • 1) := by
    rw [sub_mul, smul_mul_assoc, one_mul] at h
    exact sub_eq_zero.mp h
  -- `(M - b) / (a - b)` projects onto the eigenspace of `a`
  have hp : LinearMap.IsProj (Module.End.eigenspace (Matrix.toLin' M) (a : ℂ))
      (Matrix.toLin' (((a : ℂ) - b)⁻¹ • (M - (b : ℂ) • 1))) := by
    constructor
    · intro x
      rw [Module.End.mem_eigenspace_iff, toLin'_apply, toLin'_apply, mulVec_mulVec,
        mul_smul_comm, h1, smul_comm, smul_mulVec]
    · intro x hx
      rw [Module.End.mem_eigenspace_iff, toLin'_apply] at hx
      rw [toLin'_apply, smul_mulVec, sub_mulVec, smul_mulVec, one_mulVec, hx, ← sub_smul,
        smul_smul, inv_mul_cancel₀ hne, one_smul]
  -- the trace of a projection is the dimension of its range
  have ht := hp.trace
  rw [LinearMap.trace_eq_matrix_trace ℂ (Pi.basisFun ℂ m), LinearMap.toMatrix_eq_toMatrix',
    LinearMap.toMatrix'_toLin', trace_smul, trace_sub, trace_smul, trace_one, smul_eq_mul,
    smul_eq_mul] at ht
  rw [degeneracy, ← ht, mul_inv_cancel_left₀ hne]
```

Let M be K×K with (M − a)(M − b) = 0, and set P = (M − b)/(a − b). Then MP = aP, so P maps into the eigenspace of a; and if Mx = ax, then Px = x. These are the two halves of `hp`: P projects onto that eigenspace. The trace of a projection is the dimension of its range, hence

(a − b)·d_a = tr M − b·K.

```lean
/-- If `(M - a)(M - b) = 0` with `a ≠ b`, the two degeneracies add up to the size of `M`, and
the levels weighted by their degeneracies add up to its trace. -/
theorem two_level_count {M : Matrix m m ℂ} {a b : ℝ} (hab : a ≠ b)
    (h : (M - (a : ℂ) • 1) * (M - (b : ℂ) • 1) = 0) :
    degeneracy M a + degeneracy M b = Fintype.card m ∧
    ((a * degeneracy M a + b * degeneracy M b : ℝ) : ℂ) = M.trace := by
  have hne : (a : ℂ) - b ≠ 0 := sub_ne_zero.2 (by exact_mod_cast hab)
  have h' : (M - (b : ℂ) • 1) * (M - (a : ℂ) • 1) = 0 := by
    rw [← h]
    simp only [sub_mul, mul_sub, smul_mul_assoc, mul_smul_comm, one_mul, mul_one]
    module
  have h1 := degeneracy_of_trace hab h
  have h2 := degeneracy_of_trace hab.symm h'
  constructor
  · have h3 : (degeneracy M a : ℂ) + degeneracy M b = Fintype.card m :=
      mul_left_cancel₀ hne (by linear_combination h1 - h2)
    exact_mod_cast h3
  · push_cast
    exact mul_left_cancel₀ hne (by linear_combination (a : ℂ) * h1 - (b : ℂ) * h2)
```

Exchanging a and b gives (b − a)·d_b = tr M − a·K. Subtracting the two equations yields d_a + d_b = K; subtracting them with weights a and b yields a·d_a + b·d_b = tr M.

```lean
/-- For `l ≥ 0` the eigenspaces of the spin-orbit operator at `l` and `-(l + 1)` together have
the dimension of the whole spin-orbital space, and their dimensions are in the ratio
`(l + 1) : l`. -/
theorem spinOrbit_multiplicities {L₁ L₂ L₃ : Matrix n n ℂ} {l : ℝ} (hl : 0 ≤ l)
    (h : OrbitalShell L₁ L₂ L₃ l) :
    degeneracy (spinOrbit L₁ L₂ L₃) l + degeneracy (spinOrbit L₁ L₂ L₃) (-(l + 1))
      = 2 * Fintype.card n ∧
    l * degeneracy (spinOrbit L₁ L₂ L₃) l
      = (l + 1) * degeneracy (spinOrbit L₁ L₂ L₃) (-(l + 1)) := by
  have e : spinOrbit L₁ L₂ L₃ - ((-(l + 1) : ℝ) : ℂ) • 1
      = spinOrbit L₁ L₂ L₃ + ((l : ℂ) + 1) • 1 := by
    push_cast
    module
  have hq := spinOrbit_quadratic h
  rw [← e] at hq
  obtain ⟨h1, h2⟩ := two_level_count (by linarith : l ≠ -(l + 1)) hq
  rw [trace_spinOrbit] at h2
  have h3 := Complex.ofReal_eq_zero.mp h2
  refine ⟨?_, by linarith⟩
  rw [h1, Fintype.card_prod, Fintype.card_fin, mul_comm]
```

Put M = X, a = l, b = −(l+1) and K = 2N. The condition l ≥ 0 keeps the levels distinct, and tr X = 0 gives l·d₊ − (l+1)·d₋ = 0.

```lean
/-- A single shell of `2l + 1` orbitals splits into `2l + 2` states at `X = l` and `2l` states
at `X = -(l + 1)`. -/
theorem single_shell_multiplicities (l : ℕ)
    {L₁ L₂ L₃ : Matrix (Fin (2 * l + 1)) (Fin (2 * l + 1)) ℂ}
    (h : OrbitalShell L₁ L₂ L₃ (l : ℝ)) :
    degeneracy (spinOrbit L₁ L₂ L₃) l = 2 * l + 2 ∧
    degeneracy (spinOrbit L₁ L₂ L₃) (-((l : ℝ) + 1)) = 2 * l := by
  obtain ⟨h1, h2⟩ := spinOrbit_multiplicities (Nat.cast_nonneg l) h
  rw [Fintype.card_fin] at h1
  have h1' : (degeneracy (spinOrbit L₁ L₂ L₃) l : ℝ)
      + degeneracy (spinOrbit L₁ L₂ L₃) (-((l : ℝ) + 1)) = 2 * (2 * l + 1) := by
    exact_mod_cast h1
  have hpos : (2 * (l : ℝ) + 1) ≠ 0 := by positivity
  have h3 : (degeneracy (spinOrbit L₁ L₂ L₃) l : ℝ) = 2 * l + 2 :=
    mul_left_cancel₀ hpos (by linear_combination h2 + ((l : ℝ) + 1) * h1')
  have h4 : degeneracy (spinOrbit L₁ L₂ L₃) l = 2 * l + 2 := by exact_mod_cast h3
  exact ⟨h4, by omega⟩
```

For N = 2l+1 with l a natural number, combining the two equations gives (2l+1)·d₊ = 2(l+1)(2l+1), so d₊ = 2l+2 and d₋ = 2l. A d shell splits into 6 and 4 states, the j = 5/2 and j = 3/2 levels.

## The barycentre of a band

```lean
/-- For any spin-free band matrix `h`, the sum of all levels with spin-orbit coupling, counted
with algebraic multiplicity, is twice the sum of the levels of `h`. -/
theorem band_barycentre (h L₁ L₂ L₃ : Matrix n n ℂ) (ξ : ℝ) :
    (h ⊗ₖ (1 : Matrix (Fin 2) (Fin 2) ℂ)
      + ((ξ : ℂ) / 2) • spinOrbit L₁ L₂ L₃).charpoly.roots.sum = 2 * h.charpoly.roots.sum := by
  rw [← trace_eq_sum_roots_charpoly, ← trace_eq_sum_roots_charpoly, trace_add, trace_smul,
    trace_spinOrbit, trace_kronecker, trace_one, Fintype.card_fin, smul_zero, add_zero]
  push_cast
  ring
```

The roots of the characteristic polynomial are the levels, and their sum is the trace:

tr(h⊗1 + (ξ/2)X) = 2 tr h.

The real number ξ stands for the radial average of the spin-orbit strength, taken as given. No shell assumption is needed. The sum runs over all levels, not just the occupied ones.

In a tight-binding code with an orthonormal basis, this is a quick test at each k-point: the eigenvalues with spin-orbit coupling must sum to twice those of h, up to rounding.

```lean
/-- The angular momentum matrices in the basis of the three real p orbitals form a shell with
`l = 1`. -/
theorem orbitalShell_witness :
    OrbitalShell (n := Fin 3)
      !![0, 0, 0; 0, 0, -Complex.I; 0, Complex.I, 0]
      !![0, 0, Complex.I; 0, 0, 0; -Complex.I, 0, 0]
      !![0, -Complex.I, 0; Complex.I, 0, 0; 0, 0, 0] 1 := by
  constructor <;>
    (ext i j; fin_cases i <;> fin_cases j <;>
      norm_num [Matrix.mul_apply, Fin.sum_univ_three, Matrix.one_apply])

end

end SpinOrbitBarycentre
```

The real p orbitals x, y, z provide a concrete shell with l = 1, again checked entry by entry.

```lean
#print axioms SpinOrbitBarycentre.spinOrbit_multiplicities
#print axioms SpinOrbitBarycentre.single_shell_multiplicities
#print axioms SpinOrbitBarycentre.band_barycentre
```

```
'SpinOrbitBarycentre.spinOrbit_multiplicities' depends on axioms: [propext, Classical.choice, Quot.sound]
'SpinOrbitBarycentre.single_shell_multiplicities' depends on axioms: [propext, Classical.choice, Quot.sound]
'SpinOrbitBarycentre.band_barycentre' depends on axioms: [propext, Classical.choice, Quot.sound]
```
